# Matrix elements of the exponential of a diagonalised finite matrix as sums over its eigenvalues

Let a finite square complex matrix be written as U D V, with U, D and V square of the same size, D diagonal and U V = 1, so that the diagonal entries d_k of D are its eigenvalues. The lemma states that for any complex z the (i, j) entry of exp(z U D V) is the sum over k of U_ik exp(z d_k) V_kj. If the matrix represents a time-independent Hamiltonian in an orthonormal basis, z = −it/ħ gives the matrix elements of the operator of time evolution over a time t. The lemma itself does not require the matrix to be Hermitian or U to be unitary, and the columns of U need not be normalised, since V is the inverse of U. The proof moves z into the diagonal factor, takes the exponential through the change of basis and onto the diagonal, and then expands the matrix product entry by entry.

In Lean, a first try:

```lean
import Mathlib

open MeasureTheory Matrix

namespace ExpEntryOfDiagonalized

noncomputable section

variable {n : Type*} [Fintype n] [DecidableEq n]

/-- If `U V = 1`, the entries of the exponential of `z U D V`, with `D` diagonal, are sums of
scalar exponentials over the diagonal entries of `D`. -/
theorem exp_entry_of_diagonalized {U V : Matrix n n ℂ} (hUV : U * V = 1) (d : n → ℂ)
    (z : ℂ) (i j : n) :
    NormedSpace.exp (z • (U * diagonal d * V)) i j =
      ∑ k, U i k * Complex.exp (z * d k) * V k j := by
  have hU : IsUnit U := ⟨⟨U, V, hUV, mul_eq_one_comm.mp hUV⟩, rfl⟩
  have hV : U⁻¹ = V := Matrix.inv_eq_right_inv hUV
  have hd : diagonal (fun k => z * d k) = z • diagonal d := Matrix.diagonal_smul z d
  have hz : z • (U * diagonal d * V) = U * diagonal (fun k => z * d k) * U⁻¹ := by
    rw [hd, hV, Matrix.mul_smul, Matrix.smul_mul]
  rw [hz, Matrix.exp_conj _ _ hU, Matrix.exp_diagonal, hV, Matrix.mul_apply]
  simp only [Matrix.mul_diagonal, Pi.exp_apply, Complex.exp_eq_exp_ℂ]

end

end ExpEntryOfDiagonalized
```

Compiling this gives:

```
Main.lean:23:34: error(lean.unknownIdentifier): Unknown identifier `Pi.exp_apply`
Main.lean:16:52: error: unsolved goals
n : Type u_1
inst✝¹ : Fintype n
inst✝ : DecidableEq n
U V : Matrix n n ℂ
hUV : U * V = 1
d : n → ℂ
z : ℂ
i j : n
hU : IsUnit U
hV : U⁻¹ = V
hd : (diagonal fun k => z * d k) = z • diagonal d
hz : z • (U * diagonal d * V) = (U * diagonal fun k => z * d k) * U⁻¹
⊢ ∑ x, U i x * NormedSpace.exp (fun k => z * d k) x * V x j = ∑ x, U i x * NormedSpace.exp (z * d x) * V x j
```

Diagnosis. The first message says that Lean finds no declaration called `Pi.exp_apply` under that name here. The second shows what is left without it. On the left stands `NormedSpace.exp (fun k => z * d k) x`, the exponential of the whole family of numbers, evaluated at `x`; on the right stands `NormedSpace.exp (z * d x)`, the exponential of a single number. The two are equal, but neither of the other lemmas given to `simp only` says so.

The repair proves the missing step as `hpi`. Evaluation at `k` is a ring homomorphism, `Pi.evalRingHom`, and is continuous by `continuous_apply k`; `NormedSpace.map_exp` says that such a map commutes with the exponential. With `hpi` in place of the unknown name, `simp only` turns the left-hand summand into the right-hand one and the goal closes. The added comment only describes the step.

The repair, with which the file compiles:

```diff
@@ -21,5 +21,9 @@
     rw [hd, hV, Matrix.mul_smul, Matrix.smul_mul]
   rw [hz, Matrix.exp_conj _ _ hU, Matrix.exp_diagonal, hV, Matrix.mul_apply]
-  simp only [Matrix.mul_diagonal, Pi.exp_apply, Complex.exp_eq_exp_ℂ]
+  -- the exponential of a family of numbers is taken component by component
+  have hpi : ∀ k, NormedSpace.exp (fun k => z * d k) k = NormedSpace.exp (z * d k) :=
+    fun k => NormedSpace.map_exp (Pi.evalRingHom (fun _ : n => ℂ) k) (continuous_apply k)
+      (fun k => z * d k)
+  simp only [Matrix.mul_diagonal, hpi, Complex.exp_eq_exp_ℂ]
 
 end
```
